# A quadratic bound on the energy error of an idempotent density matrix relative to an eigenprojector of equal trace

Both density matrices in the bound are exact projectors: real symmetric matrices $P$ and $R$ in an orthonormal basis, with $P^2=P$ and $R^2=R$. The reference $P$ fills some set of eigenvectors of the Hamiltonian $H$, not necessarily the lowest ones. The other matrix, $R$, stands for the idempotent result of a purification in which small matrix elements were dropped along the way, and it need not share any eigenvector with $H$.

## Energy error against squared distance

Let $H$ be real symmetric with all levels in $[a,b]$, and let $F=\sum_{ij}(R-P)_{ij}^2$ be the squared Frobenius norm of $R-P$. If $\operatorname{tr}R=\operatorname{tr}P$, then

$$
|\operatorname{tr}(HR)-\operatorname{tr}(HP)|\le\frac{b-a}{2}\,F .
$$

The absolute value is there because $P$ may be an excited filling, in which case $R$ can have the lower energy. No gap is assumed.

## From a density-matrix tolerance to an energy tolerance

A purification code builds the density matrix from polynomials in $H$ instead of from eigenvectors. Without truncation or rounding, an idempotent result commutes with $H$ and with $P$, and for equal traces its distance $\sqrt F$ from $P$ is either zero or at least $\sqrt2$. Small non-zero distances arise when small matrix elements are dropped between iterations. This can rotate the filled subspace, and later iterations can restore idempotency without undoing the rotation. For a fixed, non-interacting Hamiltonian and an exactly idempotent result with the right electron number, the bound turns a distance $\delta=\sqrt F$ from the eigenprojector into an energy error of at most $(b-a)\delta^2/2$. With a spectral width of 40 eV and $\delta=10^{-3}$, that is $2\times10^{-5}$ eV. This counts one electron per orbital; if the projector stands for doubly filled orbitals, the energy error and its bound both double.

The interval $[a,b]$ need not be tight. A code that already has outer bounds on the spectrum, for instance to scale $H$ before the first iteration, can insert them here. The distance $\delta$ has to come from a separate estimate, since $P$ is unknown during the run.

## Leakage and depletion

Write $1$ for the identity matrix and define

$$
K=R(1-P),\qquad L=(1-R)P .
$$

$K$ describes the leakage of $R$ into empty levels, and $L$ the depletion of occupied ones. Since $P$ commutes with $H$, so does $1-P$. Cyclicity of the trace and idempotency give

$$
\begin{aligned}
\operatorname{tr}(KHK^T)&=\operatorname{tr}\big(R(1-P)H(1-P)R\big)=\operatorname{tr}\big(H(1-P)R\big)=\operatorname{tr}(HR)-\operatorname{tr}(HPR),\\
\operatorname{tr}(LHL^T)&=\operatorname{tr}\big((1-R)PHP(1-R)\big)=\operatorname{tr}\big(HP(1-R)\big)=\operatorname{tr}(HP)-\operatorname{tr}(HPR).
\end{aligned}
$$

The term $\operatorname{tr}(HPR)$ cancels in the difference:

$$
\operatorname{tr}(HR)-\operatorname{tr}(HP)=\operatorname{tr}(KHK^T)-\operatorname{tr}(LHL^T).
$$

Putting the identity in place of $H$ gives the weights

$$
k=\operatorname{tr}(KK^T)=\operatorname{tr}R-\operatorname{tr}(PR),\qquad
l=\operatorname{tr}(LL^T)=\operatorname{tr}P-\operatorname{tr}(PR),
$$

so $k-l=\operatorname{tr}R-\operatorname{tr}P$. The squared distance is their sum:

$$
F=\operatorname{tr}\big((R-P)^2\big)=\operatorname{tr}R+\operatorname{tr}P-2\operatorname{tr}(PR)=k+l .
$$

If $K_i$ is the $i$-th row of $K$, then $\operatorname{tr}(KHK^T)=\sum_i K_i\cdot HK_i$. Each term lies between $a$ and $b$ times $K_i\cdot K_i$, so the sum lies between $ak$ and $bk$. In the same way $\operatorname{tr}(LHL^T)$ lies between $al$ and $bl$. Therefore

$$
ak-bl\le\operatorname{tr}(HR)-\operatorname{tr}(HP)\le bk-al .
$$

The two ends are

$$
\frac{a+b}{2}(k-l)\mp\frac{b-a}{2}(k+l),
$$

with the minus sign for the lower one. For equal traces $k=l$, the first term vanishes, and the bound follows. For unequal traces the same bound holds once $\frac{a+b}{2}(\operatorname{tr}R-\operatorname{tr}P)$ has been subtracted from the energy difference.

The constant is attained. Take $H=\operatorname{diag}(a,b)$, let $P$ fill the first state, and let $R$ be the projector on the normalised vector $(c,s)$. Then $F=2s^2$, and the energy difference is $ac^2+bs^2-a=(b-a)s^2=\frac{b-a}{2}F$.

## The Lean file

```lean
import Mathlib

open Matrix

namespace PurificationEnergyError

noncomputable section

variable {n : Type*} [Fintype n]

/-- The squared Frobenius norm of a real matrix. -/
def frobSq (X : Matrix n n ℝ) : ℝ := ∑ i, ∑ j, X i j ^ 2

/-- A real orthogonal projector: a symmetric and idempotent matrix. -/
def IsProjector (P : Matrix n n ℝ) : Prop := Pᵀ = P ∧ P * P = P

/-- The energy expectation value of `H` lies between `a` and `b` times the squared norm of
every vector. -/
def EnergyWindow (H : Matrix n n ℝ) (a b : ℝ) : Prop :=
  ∀ x : n → ℝ, a * (x ⬝ᵥ x) ≤ x ⬝ᵥ (H *ᵥ x) ∧ x ⬝ᵥ (H *ᵥ x) ≤ b * (x ⬝ᵥ x)


/-- If `H` has energy window `[a, b]`, the energy carried by the rows of any matrix `K` lies
between `a` and `b` times their total weight. -/
theorem window_trace {H : Matrix n n ℝ} {a b : ℝ} (hH : EnergyWindow H a b)
    (K : Matrix n n ℝ) :
    a * trace (K * Kᵀ) ≤ trace (K * H * Kᵀ) ∧
      trace (K * H * Kᵀ) ≤ b * trace (K * Kᵀ) := by
  have h1 : trace (K * Kᵀ) = ∑ i, K i ⬝ᵥ K i := by
    simp [Matrix.trace, Matrix.mul_apply, dotProduct]
  have h2 : trace (K * H * Kᵀ) = ∑ i, K i ⬝ᵥ (H *ᵥ K i) := by
    rw [Matrix.mul_assoc]
    simp [Matrix.trace, Matrix.mul_apply, dotProduct, Matrix.mulVec]
  rw [h1, h2, Finset.mul_sum, Finset.mul_sum]
  exact ⟨Finset.sum_le_sum fun i _ => (hH (K i)).1,
    Finset.sum_le_sum fun i _ => (hH (K i)).2⟩

/-- For projectors `Q` and `E`, with `E` commuting with `H`, the energy carried by the
overlap `Q E` is `tr(H E Q)`. -/
theorem overlap_energy {Q E H : Matrix n n ℝ} (hQ : IsProjector Q) (hE : IsProjector E)
    (hc : H * E = E * H) :
    trace ((Q * E) * H * (Q * E)ᵀ) = trace (H * E * Q) := by
  rw [transpose_mul, hQ.1, hE.1]
  calc trace (Q * E * H * (E * Q)) = trace ((Q * E * H * E) * Q) := by
        simp only [Matrix.mul_assoc]
    _ = trace (Q * (Q * E * H * E)) := trace_mul_comm _ _
    _ = trace ((Q * Q) * ((E * H) * E)) := by simp only [Matrix.mul_assoc]
    _ = trace (Q * (H * E)) := by rw [hQ.2, ← hc, Matrix.mul_assoc H, hE.2]
    _ = trace (H * E * Q) := trace_mul_comm _ _

variable [DecidableEq n]

/-- Let `H` have energy window `[a, b]` and let the projector `P` commute with `H`. For every
projector `R`, of any electron number, the energy difference counted from the middle of the
window is at most `(b - a) / 2` times the squared Frobenius norm of `R - P`. -/
theorem energy_error_bound {H P R : Matrix n n ℝ} {a b : ℝ} (hH : EnergyWindow H a b)
    (hP : IsProjector P) (hR : IsProjector R) (hc : H * P = P * H) :
    |trace (H * R) - trace (H * P) - (a + b) / 2 * (trace R - trace P)|
      ≤ (b - a) / 2 * frobSq (R - P) := by
  have compl : ∀ {Q : Matrix n n ℝ}, IsProjector Q → IsProjector (1 - Q) := fun {Q} h =>
    ⟨by rw [transpose_sub, transpose_one, h.1],
      by linear_combination (norm := noncomm_ring) h.2⟩
  have hc' : H * (1 - P) = (1 - P) * H := by
    rw [mul_sub, sub_mul, mul_one, one_mul, hc]
  -- leakage into empty levels, and depletion of occupied ones
  have w1 := window_trace hH (R * (1 - P))
  have w2 := window_trace hH ((1 - R) * P)
  have k1 := overlap_energy hR (compl hP) hc'
  have k2 := overlap_energy (compl hR) hP hc
  have k3 := overlap_energy (H := 1) hR (compl hP) (by rw [one_mul, mul_one])
  have k4 := overlap_energy (H := 1) (compl hR) hP (by rw [one_mul, mul_one])
  rw [Matrix.mul_one] at k3 k4
  have e1 : trace (H * (1 - P) * R) = trace (H * R) - trace (H * P * R) := by
    rw [← trace_sub]; congr 1; noncomm_ring
  have e2 : trace (H * P * (1 - R)) = trace (H * P) - trace (H * P * R) := by
    rw [← trace_sub]; congr 1; noncomm_ring
  have e3 : trace (1 * (1 - P) * R) = trace R - trace (P * R) := by
    rw [← trace_sub]; congr 1; noncomm_ring
  have e4 : trace (1 * P * (1 - R)) = trace P - trace (P * R) := by
    rw [← trace_sub]; congr 1; noncomm_ring
  -- the squared distance is the total weight of leakage and depletion
  have hF : frobSq (R - P) = trace R + trace P - 2 * trace (P * R) := by
    have h0 : frobSq (R - P) = trace ((R - P) * (R - P)ᵀ) := by
      simp only [frobSq, Matrix.trace, Matrix.diag_apply, Matrix.mul_apply,
        Matrix.transpose_apply, sq]
    have h1 : (R - P) * (R - P) = R + P - R * P - P * R := by
      linear_combination (norm := noncomm_ring) hR.2 + hP.2
    rw [h0, transpose_sub, hR.1, hP.1, h1, trace_sub, trace_sub, trace_add,
      trace_mul_comm R P]
    ring
  rw [k1, k3, e1, e3] at w1
  rw [k2, k4, e2, e4] at w2
  obtain ⟨l1, u1⟩ := w1
  obtain ⟨l2, u2⟩ := w2
  rw [hF, abs_le]
  constructor <;> nlinarith [l1, u1, l2, u2]

/-- The matrix `U diag(f) Uᵀ`, which for orthogonal `U` has the columns of `U` as
eigenvectors and the numbers `f i` as eigenvalues. -/
def fromLevels (U : Matrix n n ℝ) (f : n → ℝ) : Matrix n n ℝ := U * diagonal f * Uᵀ

/-- The density matrix that fills the orbitals (columns of `U`) in the set `occ`, for
orthogonal `U`. -/
def occupied (U : Matrix n n ℝ) (occ : Finset n) : Matrix n n ℝ :=
  fromLevels U (fun i => if i ∈ occ then 1 else 0)

/-- If `U` is orthogonal and all levels lie in `[a, b]`, the Hamiltonian built from them has
energy window `[a, b]`. -/
theorem window_fromLevels {U : Matrix n n ℝ} (hU : Uᵀ * U = 1) {e : n → ℝ} {a b : ℝ}
    (he : ∀ i, a ≤ e i ∧ e i ≤ b) : EnergyWindow (fromLevels U e) a b := by
  intro x
  -- expand the expectation value in the eigenbasis
  have h1 : ∀ f : n → ℝ,
      x ⬝ᵥ (fromLevels U f *ᵥ x) = ∑ i, f i * (Uᵀ *ᵥ x) i ^ 2 := by
    intro f
    rw [fromLevels, ← mulVec_mulVec, ← mulVec_mulVec, dotProduct_mulVec, ← mulVec_transpose]
    simp only [dotProduct, mulVec_diagonal]
    exact Finset.sum_congr rfl fun i _ => by ring
  have h2 := h1 (fun _ => 1)
  have h3 : fromLevels U (fun _ => 1) = 1 := by
    simp [fromLevels, mul_eq_one_comm.mp hU]
  rw [h3] at h2
  simp only [one_mulVec, one_mul] at h2
  rw [h1 e, h2, Finset.mul_sum, Finset.mul_sum]
  exact ⟨Finset.sum_le_sum fun i _ => mul_le_mul_of_nonneg_right (he i).1 (sq_nonneg _),
    Finset.sum_le_sum fun i _ => mul_le_mul_of_nonneg_right (he i).2 (sq_nonneg _)⟩

/-- For orthogonal `U`, filling the orbitals in `occ` gives a projector that commutes with
the Hamiltonian and whose trace is the number of filled orbitals. -/
theorem occupied_spec {U : Matrix n n ℝ} (hU : Uᵀ * U = 1) (e : n → ℝ) (occ : Finset n) :
    IsProjector (occupied U occ) ∧
      fromLevels U e * occupied U occ = occupied U occ * fromLevels U e ∧
      trace (occupied U occ) = occ.card := by
  have hmul : ∀ f g : n → ℝ,
      fromLevels U f * fromLevels U g = fromLevels U (fun i => f i * g i) := by
    intro f g
    calc U * diagonal f * Uᵀ * (U * diagonal g * Uᵀ)
        = U * diagonal f * (Uᵀ * U) * diagonal g * Uᵀ := by simp only [Matrix.mul_assoc]
      _ = U * (diagonal f * diagonal g) * Uᵀ := by
        rw [hU, Matrix.mul_one, Matrix.mul_assoc U]
      _ = fromLevels U (fun i => f i * g i) := by rw [diagonal_mul_diagonal, fromLevels]
  refine ⟨⟨?_, ?_⟩, ?_, ?_⟩
  · simp [occupied, fromLevels, transpose_mul, Matrix.mul_assoc]
  · rw [occupied, hmul]
    congr 1
    funext i
    by_cases h : i ∈ occ <;> simp [h]
  · rw [occupied, hmul, hmul]
    congr 1
    funext i
    exact mul_comm _ _
  · rw [occupied, fromLevels, trace_mul_comm, ← Matrix.mul_assoc, hU, Matrix.one_mul,
      trace_diagonal]
    simp

/-- Let `H` have orthonormal orbitals `U` and levels in `[a, b]`, and let `P` fill any set of
these orbitals. Every projector `R` with the same electron number has an energy within
`(b - a) / 2` times the squared Frobenius norm of `R - P` of the energy of `P`. -/
theorem purification_energy_error {U : Matrix n n ℝ} (hU : Uᵀ * U = 1) {e : n → ℝ} {a b : ℝ}
    (he : ∀ i, a ≤ e i ∧ e i ≤ b) (occ : Finset n) {R : Matrix n n ℝ}
    (hR : IsProjector R) (hN : trace R = occ.card) :
    |trace (fromLevels U e * R) - trace (fromLevels U e * occupied U occ)|
      ≤ (b - a) / 2 * frobSq (R - occupied U occ) := by
  obtain ⟨hP, hc, ht⟩ := occupied_spec hU e occ
  have h := energy_error_bound (window_fromLevels hU he) hP hR hc
  rwa [hN, ht, sub_self, mul_zero, sub_zero] at h

/-- The matrix with diagonal entries `c²`, `s²` and off-diagonal entries `c s`. For `c² + s² = 1` it
is the density matrix of one electron in the two-level superposition with amplitudes `c` and `s`. -/
def mixed (c s : ℝ) : Matrix (Fin 2) (Fin 2) ℝ := !![c ^ 2, c * s; c * s, s ^ 2]

/-- For normalised amplitudes the two-level density matrix is a projector of trace one, at
squared Frobenius distance `2 s²` from the first basis state. -/
theorem mixed_spec {c s : ℝ} (h : c ^ 2 + s ^ 2 = 1) :
    IsProjector (mixed c s) ∧ trace (mixed c s) = 1 ∧
      frobSq (mixed c s - mixed 1 0) = 2 * s ^ 2 := by
  have hsq : mixed c s * mixed c s = (c ^ 2 + s ^ 2) • mixed c s := by
    ext i j
    fin_cases i <;> fin_cases j <;>
      simp [mixed, Matrix.mul_apply, Fin.sum_univ_two] <;> ring
  refine ⟨⟨?_, by rw [hsq, h, one_smul]⟩, ?_, ?_⟩
  · ext i j
    fin_cases i <;> fin_cases j <;> simp [mixed]
  · simpa [mixed, Matrix.trace_fin_two] using h
  · simp [frobSq, mixed, Fin.sum_univ_two]
    linear_combination (c ^ 2 + s ^ 2 - 1) * h

/-- The constant `(b - a) / 2` is attained: for two levels `a` and `b`, the energy of every
normalised superposition, counted from the state of energy `a`, is exactly `(b - a) / 2` times the
squared Frobenius distance from that state. -/
theorem energy_error_sharp (a b : ℝ) {c s : ℝ} (h : c ^ 2 + s ^ 2 = 1) :
    trace (!![a, 0; 0, b] * mixed c s) - trace (!![a, 0; 0, b] * mixed 1 0)
      = (b - a) / 2 * frobSq (mixed c s - mixed 1 0) := by
  rw [(mixed_spec h).2.2]
  simp [mixed, Matrix.trace_fin_two]
  linear_combination a * h

/-- For the Hamiltonian with zero diagonal and coupling 1 between the two basis states, the energy
error of a normalised superposition relative to the first basis state has the square `2 F - F²`,
where `F` is the squared Frobenius distance. -/
theorem energy_error_noncommuting {c s : ℝ} (h : c ^ 2 + s ^ 2 = 1) :
    (trace (!![0, 1; 1, 0] * mixed c s) - trace (!![0, 1; 1, 0] * mixed 1 0)) ^ 2
      = 2 * frobSq (mixed c s - mixed 1 0) - frobSq (mixed c s - mixed 1 0) ^ 2 := by
  rw [(mixed_spec h).2.2]
  simp [mixed, Matrix.trace_fin_two]
  linear_combination 4 * s ^ 2 * h

/-- The two-level Hamiltonian with energies 0 and 1, its first eigenstate and the superposition with
amplitudes 3/5 and 4/5 meet all hypotheses of `energy_error_bound`, with window `[0, 1]`. -/
theorem energy_error_bound_witness :
    EnergyWindow (!![0, 0; 0, 1] : Matrix (Fin 2) (Fin 2) ℝ) 0 1 ∧
      IsProjector (mixed 1 0) ∧ IsProjector (mixed (3 / 5) (4 / 5)) ∧
      !![0, 0; 0, 1] * mixed 1 0 = mixed 1 0 * !![0, 0; 0, 1] := by
  refine ⟨fun x => ?_, (mixed_spec (by norm_num)).1, (mixed_spec (by norm_num)).1, ?_⟩
  · constructor <;> simp [dotProduct, Matrix.mulVec, Fin.sum_univ_two] <;>
      nlinarith [mul_self_nonneg (x 0), mul_self_nonneg (x 1)]
  · ext i j
    fin_cases i <;> fin_cases j <;> simp [mixed, Matrix.mul_apply, Fin.sum_univ_two]

end

end PurificationEnergyError
```

```lean
#print axioms PurificationEnergyError.purification_energy_error
-- 'PurificationEnergyError.purification_energy_error' depends on axioms: [propext, Classical.choice, Quot.sound]
#print axioms PurificationEnergyError.energy_error_sharp
-- 'PurificationEnergyError.energy_error_sharp' depends on axioms: [propext, Classical.choice, Quot.sound]
#print axioms PurificationEnergyError.energy_error_noncommuting
-- 'PurificationEnergyError.energy_error_noncommuting' depends on axioms: [propext, Classical.choice, Quot.sound]
```

## From the lemmas to the bound

`window_trace` is the row-by-row estimate for $K$ and $L$. `overlap_energy` is the cyclic-trace identity for a product of two projectors, the second of which commutes with $H$. `energy_error_bound` uses it four times: for leakage and for depletion, each with $H$ and with the identity. The equations `e1` to `e4` expand the resulting traces, `hF` is the formula for $F$, and `nlinarith` combines the window inequalities into the two sides of the absolute value.

`window_fromLevels` writes the expectation value as $\sum_i e_i y_i^2$ with $y=U^Tx$, where the columns of $U$ are the eigenvectors and $e_i$ the levels. `occupied_spec` multiplies matrices that are diagonal in the same eigenbasis. This shows that the matrix of the filled orbitals is idempotent and commutes with $H$. Its symmetry follows by transposition, and cyclicity of the trace gives the number of filled orbitals. `purification_energy_error` feeds both results into the general bound, where equal traces remove the midpoint term.

For the two-level examples, `mixed_spec` checks that `mixed c s` is a projector of trace one and computes its distance from the first basis state. The name `mixed` refers to the mixing of two basis states in a superposition; for normalised amplitudes the state is pure. `energy_error_sharp` is the equality case derived above. `energy_error_bound_witness` supplies a concrete Hamiltonian and two different projectors that satisfy every assumption of `energy_error_bound`.

## Which density matrices get the guarantee

In `purification_energy_error`, the finite type `n` labels the basis functions. The Hamiltonian is `fromLevels U e`, that is $U\operatorname{diag}(e)U^T$, with `hU` stating that $U$ is orthogonal and `he` that every level lies in $[a,b]$. Any real symmetric matrix can be written this way; the theorem takes the decomposition as input. `occupied U occ` is $P$, with the orbitals in `occ` filled, so the $N$ lowest levels are one choice. `hR` says that $R$ is symmetric and idempotent, and `hN` that its trace is the number of filled orbitals. The conclusion is the displayed bound, with `frobSq` for $F$.

`energy_error_bound` is more general. It takes any projector $P$ that commutes with $H$, allows different electron numbers, and replaces the condition on the levels by `EnergyWindow`: $x\cdot Hx$ lies between $a\,x\cdot x$ and $b\,x\cdot x$ for every real vector $x$.

Some relation between $P$ and $H$ is needed. `energy_error_noncommuting` takes a Hamiltonian with zero diagonal and coupling 1 between two basis states, with $P$ filling the first, and finds a squared energy error of $2F-F^2$. For small $F$ the error is then close to $\sqrt{2F}$, so no constant times $F$ bounds it for all projectors $R$ of equal trace.

For a production code, the following limits matter:

- **Idempotency is exact.** A matrix left by truncation or an early stop usually fails `hR`. It is not enough that the occupations lie between 0 and 1: a short calculation by hand for $H=\operatorname{diag}(a,b)$, $P=\operatorname{diag}(1,0)$ and $R=\operatorname{diag}(1-\varepsilon,\varepsilon)$ gives an energy error of $(b-a)\varepsilon$, linear in $\varepsilon$, while $F=2\varepsilon^2$.
- **The basis is orthonormal and the matrices are real.** With overlapping basis functions, the bound applies to the orthogonalised matrices.
- **The Hamiltonian is fixed.** The energy is $\operatorname{tr}(HR)$, without the response of $H$ to a changed density in a self-consistent calculation.
- **The estimate runs one way.** The theorems bound the energy error by the distance. They contain no lower bound in terms of a gap, so they do not let a code infer an accurate density matrix from an accurate energy.
